# For T > 0, the mean-field lattice gas has one minimising density profile at every site potential when W + 4T is positive semidefinite

Cool a lattice gas of attracting particles, and a mean-field calculation may find a dilute and a dense profile with the same grand potential. At which temperatures is this impossible, whatever the site potential? Let rᵢ be the mean occupation of site i, T the temperature in energy units, W the pair interaction (negative for attraction) and v the site potential minus the chemical potential. The functional is

Ω(r) = T Σᵢ m(rᵢ) + r·Wr/2 + v·r,

m(x) = x log x + (1−x) log(1−x).

Mean field neglects correlations: the exact gas on a finite lattice has a single equilibrium profile at every T > 0, so competing minimisers belong to the approximation.

## Finitely many sites, each at most singly occupied

The sites form a finite type `ι`, and `Icc (0 : ι → ℝ) 1` is the cube 0 ≤ rᵢ ≤ 1, which expresses exclusion. In the code m is `mixing` and Ω is `grandPotential`; `⬝ᵥ` is the dot product and `*ᵥ` applies a matrix to a vector. Lean's `Real.log 0 = 0` gives the usual 0 log 0 = 0.

```lean
import Mathlib

open Matrix Set
open scoped Topology

namespace LatticeGasDFT

noncomputable section

variable {ι : Type*} [Fintype ι]

/-- Negative mixing entropy of one site with mean occupation `x` in `[0,1]`,
with the convention `0 log 0 = 0`. -/
def mixing (x : ℝ) : ℝ := x * Real.log x + (1 - x) * Real.log (1 - x)

/-- Mean-field grand potential of a lattice gas with densities `r`, temperature `T`,
pair interaction `W` and site potential `v`. -/
def grandPotential (T : ℝ) (W : Matrix ι ι ℝ) (v r : ι → ℝ) : ℝ :=
  T * ∑ i, mixing (r i) + (r ⬝ᵥ W *ᵥ r) / 2 + v ⬝ᵥ r

/-- The density profile in which every site is half filled. -/
def halfFilling (ι : Type*) : ι → ℝ := fun _ => 1 / 2
```

Exchanging particles and holes leaves m unchanged, and m is continuous up to the endpoints.

```lean
/-- The mixing entropy is unchanged when particles and holes are exchanged. -/
theorem mixing_particle_hole (x : ℝ) : mixing (1 - x) = mixing x := by
  unfold mixing
  rw [sub_sub_cancel]
  ring

/-- The mixing term is continuous, also at empty and at filled sites. -/
theorem continuous_mixing : Continuous mixing :=
  Real.continuous_mul_log.add
    (Real.continuous_mul_log.comp (continuous_const.sub continuous_id))
```

The cube is closed and bounded, so the continuous Ω attains a minimum on it. `existsUnique_minimiser` uses this through `exists_isMinOn`. On an unbounded set of densities the argument would fail: −x, for example, has no minimum on x ≥ 0.

## Positive temperature

T > 0 gives the mixing entropy its weight. Subtract a parabola: g(x) = m(x) − 2x² has, for 0 < x < 1,

g′(x) = log x − log(1−x) − 4x,

g″(x) = 1/x + 1/(1−x) − 4 = (1−2x)²/(x(1−x)).

Since g″ vanishes only at x = 1/2, g′ increases strictly on either side of 1/2, hence on all of (0,1). With continuity at the ends, g is strictly convex on [0,1]. In the proof, `hm` treats the two sides and the last case split joins them.

```lean
/-- On `[0,1]` the negative mixing entropy stays strictly convex after the parabola
`2 x ^ 2` is subtracted. -/
theorem strictConvexOn_mixing_sub :
    StrictConvexOn ℝ (Icc (0 : ℝ) 1) (fun x => mixing x - 2 * x ^ 2) := by
  have hlog : ∀ x ∈ Ioo (0 : ℝ) 1,
      HasDerivAt (fun y : ℝ => Real.log (1 - y)) (-1 / (1 - x)) x := fun x hx =>
    ((hasDerivAt_id' x).const_sub 1).log (sub_pos.2 hx.2).ne'
  -- first derivative
  have hf : ∀ x ∈ Ioo (0 : ℝ) 1, HasDerivAt (fun y => mixing y - 2 * y ^ 2)
      (Real.log x - Real.log (1 - x) - 4 * x) x := by
    intro x hx
    have h1 := (hasDerivAt_id' x).fun_mul (Real.hasDerivAt_log hx.1.ne')
    have h2 := ((hasDerivAt_id' x).const_sub 1).fun_mul (hlog x hx)
    have h3 : HasDerivAt (fun y : ℝ => y ^ 2) (2 * x) x := by
      simpa using hasDerivAt_pow 2 x
    have e1 : x * x⁻¹ = 1 := mul_inv_cancel₀ hx.1.ne'
    have e2 : (1 - x) * (-1 / (1 - x)) = -1 := mul_div_cancel₀ _ (sub_pos.2 hx.2).ne'
    refine ((h1.fun_add h2).fun_sub (h3.const_mul 2)).congr_deriv ?_
    rw [e1, e2]
    ring
  -- second derivative
  have hg : ∀ x ∈ Ioo (0 : ℝ) 1, HasDerivAt
      (fun y : ℝ => Real.log y - Real.log (1 - y) - 4 * y) (1 / x + 1 / (1 - x) - 4) x :=
    fun x hx => (((Real.hasDerivAt_log hx.1.ne').fun_sub (hlog x hx)).fun_sub
      ((hasDerivAt_id' x).const_mul 4)).congr_deriv (by ring)
  -- the slope increases strictly on either side of half filling
  have hm : ∀ a b : ℝ, 0 < a → b < 1 → a < b → (b ≤ 1 / 2 ∨ 1 / 2 ≤ a) →
      Real.log a - Real.log (1 - a) - 4 * a < Real.log b - Real.log (1 - b) - 4 * b := by
    intro a b ha hb hab hs
    have hmono : StrictMonoOn (fun y : ℝ => Real.log y - Real.log (1 - y) - 4 * y)
        (Icc a b) := by
      refine strictMonoOn_of_deriv_pos (convex_Icc a b) (fun x hx =>
        (hg x ⟨ha.trans_le hx.1, hx.2.trans_lt hb⟩).continuousAt.continuousWithinAt) ?_
      intro x hx
      rw [interior_Icc] at hx
      have h0 : 0 < x := ha.trans hx.1
      have h1 : 0 < 1 - x := sub_pos.2 (hx.2.trans hb)
      have hne : 1 - 2 * x ≠ 0 := by
        intro h
        rcases hs with h' | h' <;> linarith [hx.1, hx.2]
      have e : 1 / x + 1 / (1 - x) - 4 = (1 - 2 * x) ^ 2 / (x * (1 - x)) := by
        rw [div_add_div _ _ h0.ne' h1.ne', eq_div_iff (mul_pos h0 h1).ne', sub_mul,
          div_mul_cancel₀ _ (mul_pos h0 h1).ne']
        ring
      rw [(hg x ⟨h0, hx.2.trans hb⟩).deriv, e]
      exact div_pos (lt_of_le_of_ne (sq_nonneg _) (pow_ne_zero 2 hne).symm) (mul_pos h0 h1)
    exact hmono (left_mem_Icc.2 hab.le) (right_mem_Icc.2 hab.le) hab
  refine StrictMonoOn.strictConvexOn_of_deriv (convex_Icc 0 1)
    (continuous_mixing.sub (by fun_prop)).continuousOn ?_
  rw [interior_Icc]
  intro a ha b hb hab
  rw [(hf a ha).deriv, (hf b hb).deriv]
  rcases le_or_gt b (1 / 2) with h | h
  · exact hm a b ha.1 hb.2 hab (Or.inl h)
  rcases le_or_gt (1 / 2) a with h' | h'
  · exact hm a b ha.1 hb.2 hab (Or.inr h')
  · exact (hm a (1 / 2) ha.1 (by norm_num) h' (Or.inl le_rfl)).trans
      (hm (1 / 2) b (by norm_num) hb.2 h (Or.inr le_rfl))
```

The parabola is the largest possible, because m is nearly parabolic at half filling. For 0 ≤ u ≤ 1/4,

m(1/2+u) − m(1/2) = ½ log(1−4u²) + u log((1+2u)/(1−2u)).

The first term is at most −2u². For the second, y ≤ sinh y bounds the logarithm by 4u/(1−4u²) ≤ 4u + 32u³. The sum is at most 2u² + 32u⁴, and particle–hole symmetry covers negative u. `L1`, `L2` and `L3` are these estimates.

```lean
/-- Within `1/4` of half filling, the mixing term exceeds its value at half filling by at
most `2 u ^ 2 + 32 u ^ 4`, where `u` is the deviation. -/
theorem mixing_le {u : ℝ} (hu : |u| ≤ 1 / 4) :
    mixing (1 / 2 + u) ≤ mixing (1 / 2) + 2 * u ^ 2 + 32 * u ^ 4 := by
  have key : ∀ u : ℝ, 0 ≤ u → u ≤ 1 / 4 →
      mixing (1 / 2 + u) ≤ mixing (1 / 2) + 2 * u ^ 2 + 32 * u ^ 4 := by
    intro u h0 h4
    have ha : 0 < 1 + 2 * u := by linarith
    have hb : 0 < 1 - 2 * u := by linarith
    have L1 := Real.log_le_sub_one_of_pos (mul_pos ha hb)
    rw [Real.log_mul ha.ne' hb.ne'] at L1
    -- `y ≤ sinh y` bounds the difference of the logarithms
    have L2 := Real.self_le_sinh_iff.2
      (sub_nonneg.2 (Real.log_le_log hb (by linarith : 1 - 2 * u ≤ 1 + 2 * u)))
    rw [Real.sinh_eq, neg_sub, Real.exp_sub, Real.exp_sub, Real.exp_log ha,
      Real.exp_log hb] at L2
    have L3 : ((1 + 2 * u) / (1 - 2 * u) - (1 - 2 * u) / (1 + 2 * u)) / 2
        ≤ 4 * u + 32 * u ^ 3 := by
      rw [div_sub_div _ _ hb.ne' ha.ne', div_div,
        div_le_iff₀ (mul_pos (mul_pos hb ha) two_pos)]
      have h8 : 0 ≤ 1 - 8 * u ^ 2 := by nlinarith
      nlinarith [mul_nonneg (pow_nonneg h0 3) h8]
    have e1 : Real.log (1 / 2 + u) = Real.log (1 + 2 * u) - Real.log 2 := by
      rw [← Real.log_div ha.ne' two_ne_zero]
      congr 1
      ring
    have e2 : Real.log (1 - (1 / 2 + u)) = Real.log (1 - 2 * u) - Real.log 2 := by
      rw [← Real.log_div hb.ne' two_ne_zero]
      congr 1
      ring
    have e3 : Real.log (1 / 2) = -Real.log 2 := by rw [one_div, Real.log_inv]
    unfold mixing
    rw [e1, e2, show (1 : ℝ) - 1 / 2 = 1 / 2 by norm_num, e3]
    nlinarith [mul_le_mul_of_nonneg_left (L2.trans L3) h0]
  rcases le_total 0 u with h | h
  · exact key u h (abs_le.1 hu).2
  · have h' := key (-u) (by linarith) (by linarith [(abs_le.1 hu).1])
    rw [show 1 / 2 + -u = 1 - (1 / 2 + u) by ring, mixing_particle_hole] at h'
    linarith [neg_sq u, show (-u) ^ 4 = u ^ 4 by ring]
```

T ≥ 0 would not suffice: with T = 0, W = 0, v = 0 and at least one site, every profile is a minimiser.

## W + 4T positive semidefinite

Physically, for a small density modulation about half filling, the quadratic part of the change in interaction energy is never so negative that it outweighs the quadratic rise of the entropy term in Ω. Write Q(x) = x·Wx + 4T x·x; the hypothesis `hW` is Q(x) ≥ 0 for every x. Moving the parabola into the interaction gives

Ω(r) = T Σᵢ g(rᵢ) + Q(r)/2 + v·r.

For r ≠ s and a, b > 0 with a + b = 1,

Q(ar+bs) = aQ(r) + bQ(s) − ab Q(r−s) ≤ aQ(r) + bQ(s).

The g-sum is strictly convex because r and s differ at some site, and T > 0 preserves the strict inequality. These steps are `hdec`, `hquad` and `hsum`.

```lean
/-- For `T > 0` and `W + 4T` positive semidefinite as a quadratic form, the grand potential
is strictly convex on the cube of densities. -/
theorem strictConvexOn_grandPotential {T : ℝ} (hT : 0 < T) {W : Matrix ι ι ℝ}
    (hW : ∀ x : ι → ℝ, 0 ≤ x ⬝ᵥ W *ᵥ x + 4 * T * (x ⬝ᵥ x)) (v : ι → ℝ) :
    StrictConvexOn ℝ (Icc 0 1) (grandPotential T W v) := by
  -- move the parabola from the entropy to the interaction
  have hdec : ∀ x : ι → ℝ, grandPotential T W v x = T * ∑ i, (mixing (x i) - 2 * x i ^ 2)
      + (x ⬝ᵥ W *ᵥ x + 4 * T * (x ⬝ᵥ x)) / 2 + v ⬝ᵥ x := by
    intro x
    have h : ∑ i, (mixing (x i) - 2 * x i ^ 2) = ∑ i, mixing (x i) - 2 * (x ⬝ᵥ x) := by
      rw [Finset.sum_sub_distrib, dotProduct, Finset.mul_sum]
      simp only [pow_two]
    rw [h, grandPotential]
    ring
  refine ⟨convex_Icc 0 1, fun r hr s hs hrs a b ha hb hab => ?_⟩
  have hsum : ∑ i, (mixing ((a • r + b • s) i) - 2 * (a • r + b • s) i ^ 2)
      < a * ∑ i, (mixing (r i) - 2 * r i ^ 2) + b * ∑ i, (mixing (s i) - 2 * s i ^ 2) := by
    rw [Finset.mul_sum, Finset.mul_sum, ← Finset.sum_add_distrib]
    obtain ⟨i, hi⟩ := Function.ne_iff.1 hrs
    refine Finset.sum_lt_sum (fun j _ => ?_) ⟨i, Finset.mem_univ i, ?_⟩
    · exact strictConvexOn_mixing_sub.convexOn.2 ⟨hr.1 j, hr.2 j⟩ ⟨hs.1 j, hs.2 j⟩
        ha.le hb.le hab
    · exact strictConvexOn_mixing_sub.2 ⟨hr.1 i, hr.2 i⟩ ⟨hs.1 i, hs.2 i⟩ hi ha hb hab
  have hquad : (a • r + b • s) ⬝ᵥ W *ᵥ (a • r + b • s)
      + 4 * T * ((a • r + b • s) ⬝ᵥ (a • r + b • s))
      = a * (r ⬝ᵥ W *ᵥ r + 4 * T * (r ⬝ᵥ r)) + b * (s ⬝ᵥ W *ᵥ s + 4 * T * (s ⬝ᵥ s))
        - a * b * ((r - s) ⬝ᵥ W *ᵥ (r - s) + 4 * T * ((r - s) ⬝ᵥ (r - s))) := by
    obtain rfl : b = 1 - a := by linarith
    simp only [Matrix.mulVec_add, Matrix.mulVec_sub, Matrix.mulVec_smul, dotProduct_add,
      add_dotProduct, dotProduct_sub, sub_dotProduct, smul_dotProduct, dotProduct_smul,
      smul_eq_mul]
    rw [dotProduct_comm s r]
    ring
  have hpos := mul_nonneg (mul_pos ha hb).le (hW (r - s))
  have hent := mul_lt_mul_of_pos_left hsum hT
  have hv : v ⬝ᵥ (a • r + b • s) = a * (v ⬝ᵥ r) + b * (v ⬝ᵥ s) := by
    simp only [dotProduct_add, dotProduct_smul, smul_eq_mul]
  rw [hdec, hdec r, hdec s, hquad, hv, smul_eq_mul, smul_eq_mul]
  linarith
```

Two distinct minimisers would have a midpoint with lower Ω, so there is exactly one.

```lean
/-- For `T > 0` and `W + 4T` positive semidefinite as a quadratic form, every site potential
has exactly one minimising density profile in the cube. -/
theorem existsUnique_minimiser {T : ℝ} (hT : 0 < T) {W : Matrix ι ι ℝ}
    (hW : ∀ x : ι → ℝ, 0 ≤ x ⬝ᵥ W *ᵥ x + 4 * T * (x ⬝ᵥ x)) (v : ι → ℝ) :
    ∃! r, r ∈ Icc (0 : ι → ℝ) 1 ∧ IsMinOn (grandPotential T W v) (Icc 0 1) r := by
  have hcont : Continuous (grandPotential T W v) := by
    have h := continuous_mixing
    change Continuous fun r : ι → ℝ => T * ∑ i, mixing (r i)
      + (∑ i, r i * ∑ j, W i j * r j) / 2 + ∑ i, v i * r i
    fun_prop
  obtain ⟨r, hr, hmin⟩ := (isCompact_Icc (a := (0 : ι → ℝ)) (b := 1)).exists_isMinOn
    (Set.nonempty_Icc.2 fun _ => zero_le_one) hcont.continuousOn
  exact ⟨r, ⟨hr, hmin⟩, fun s hs =>
    (strictConvexOn_grandPotential hT hW v).eq_of_isMinOn hs.2 hmin hs.1 hr⟩
```

## Symmetric W

Symmetry says that i acts on j as j acts on i. It is used below only to prove the converse: if the minimiser is unique for every v, then W + 4T is positive semidefinite. Let c be half filling (`halfFilling ι`) and v = −Wc. The interaction terms linear in u are (c·Wu + u·Wc)/2 − (Wc)·u, which vanish by symmetry, leaving

Ω(c+u) = Ω(c) + T Σᵢ [m(1/2+uᵢ) − m(1/2)] + u·Wu/2.

```lean
/-- For symmetric `W` and the site potential that balances the interaction at half filling,
the grand potential has no interaction term linear in the deviation `u`. -/
theorem grandPotential_halfFilling_add (T : ℝ) {W : Matrix ι ι ℝ} (hW : W.IsSymm)
    (u : ι → ℝ) :
    grandPotential T W (-(W *ᵥ halfFilling ι)) (halfFilling ι + u)
      = grandPotential T W (-(W *ᵥ halfFilling ι)) (halfFilling ι)
        + T * ∑ i, (mixing (1 / 2 + u i) - mixing (1 / 2)) + (u ⬝ᵥ W *ᵥ u) / 2 := by
  have hcomm := dotProduct_comm (W *ᵥ halfFilling ι) u
  have hsymm : halfFilling ι ⬝ᵥ W *ᵥ u = u ⬝ᵥ W *ᵥ halfFilling ι := by
    rw [Matrix.dotProduct_mulVec, ← Matrix.mulVec_transpose, hW.eq, hcomm]
  have hs : ∑ i, mixing ((halfFilling ι + u) i) = ∑ i, mixing (halfFilling ι i)
      + ∑ i, (mixing (1 / 2 + u i) - mixing (1 / 2)) := by
    rw [← Finset.sum_add_distrib]
    refine Finset.sum_congr rfl fun i _ => ?_
    change mixing (1 / 2 + u i) = mixing (1 / 2) + (mixing (1 / 2 + u i) - mixing (1 / 2))
    ring
  unfold grandPotential
  rw [hs]
  simp only [Matrix.mulVec_add, dotProduct_add, add_dotProduct, neg_dotProduct]
  linear_combination hsymm / 2 - hcomm
```

This is even in u. If c+u is the unique minimiser, c−u is also one, so u = 0. Suppose Q(x) < 0. For small e > 0 the bound on m gives

Ω(c+ex) − Ω(c) ≤ (e²/2)[Q(x) + 64Te² Σᵢ xᵢ⁴] < 0,

a contradiction. In Lean, `heven` and `hrc` locate the minimiser, `hsmall` and `hlow` choose e, and `nlinarith` combines the bounds. Without semidefiniteness, then, uniqueness fails for some v.

```lean
/-- For `T > 0` and symmetric `W`, the minimising density profile is unique for every site
potential if and only if `W + 4T` is positive semidefinite. -/
theorem unique_minimiser_iff {T : ℝ} (hT : 0 < T) {W : Matrix ι ι ℝ} (hW : W.IsSymm) :
    (∀ v : ι → ℝ, ∃! r, r ∈ Icc (0 : ι → ℝ) 1 ∧
      IsMinOn (grandPotential T W v) (Icc 0 1) r) ↔
    ∀ x : ι → ℝ, 0 ≤ x ⬝ᵥ W *ᵥ x + 4 * T * (x ⬝ᵥ x) := by
  refine ⟨fun h x => ?_, fun h v => existsUnique_minimiser hT h v⟩
  by_contra hneg
  have hQ := not_le.1 hneg
  obtain ⟨r, ⟨hr, hmin⟩, huniq⟩ := h (-(W *ᵥ halfFilling ι))
  have hmin' := isMinOn_iff.1 hmin
  have hexp := grandPotential_halfFilling_add T hW
  -- particle-hole symmetry forces the unique minimiser to be half filling
  have heven : ∀ u : ι → ℝ,
      grandPotential T W (-(W *ᵥ halfFilling ι)) (halfFilling ι + -u)
        = grandPotential T W (-(W *ᵥ halfFilling ι)) (halfFilling ι + u) := by
    intro u
    have hm : ∀ i, mixing (1 / 2 + (-u) i) = mixing (1 / 2 + u i) := by
      intro i
      rw [← mixing_particle_hole (1 / 2 + u i)]
      congr 1
      simp only [Pi.neg_apply]
      ring
    rw [hexp (-u), hexp u]
    simp only [hm, Matrix.mulVec_neg, neg_dotProduct, dotProduct_neg, neg_neg]
  have hval := heven (r - halfFilling ι)
  rw [show halfFilling ι + (r - halfFilling ι) = r by abel] at hval
  have hmem : halfFilling ι + -(r - halfFilling ι) ∈ Icc (0 : ι → ℝ) 1 := by
    constructor <;> intro i
    · have h1 : r i ≤ 1 := hr.2 i
      change (0 : ℝ) ≤ 1 / 2 + -(r i - 1 / 2)
      linarith
    · have h0 : 0 ≤ r i := hr.1 i
      change 1 / 2 + -(r i - 1 / 2) ≤ (1 : ℝ)
      linarith
  have heq := huniq _ ⟨hmem, isMinOn_iff.2 fun y hy => hval.trans_le (hmin' y hy)⟩
  have hrc : r = halfFilling ι := by
    funext i
    have hi := congrFun heq i
    change 1 / 2 + -(r i - 1 / 2) = r i at hi
    change r i = 1 / 2
    linarith
  rw [hrc] at hmin'
  -- a small step along the unstable direction lowers the grand potential
  have hsmall : ∀ᶠ e in 𝓝 (0 : ℝ), ∀ i, |e * x i| < 1 / 4 :=
    Filter.eventually_all.2 fun i =>
      (isOpen_lt (continuous_id.mul continuous_const).abs continuous_const).mem_nhds
        (by norm_num)
  have hlow : ∀ᶠ e in 𝓝 (0 : ℝ),
      x ⬝ᵥ W *ᵥ x + 4 * T * (x ⬝ᵥ x) + 64 * T * e ^ 2 * ∑ i, x i ^ 4 < 0 := by
    have hc : Continuous fun e : ℝ =>
        x ⬝ᵥ W *ᵥ x + 4 * T * (x ⬝ᵥ x) + 64 * T * e ^ 2 * ∑ i, x i ^ 4 := by fun_prop
    refine (isOpen_lt hc continuous_const).mem_nhds ?_
    change x ⬝ᵥ W *ᵥ x + 4 * T * (x ⬝ᵥ x) + 64 * T * (0 : ℝ) ^ 2 * ∑ i, x i ^ 4 < 0
    linarith
  obtain ⟨e, ⟨he, hl⟩, he0⟩ := (((hsmall.and hlow).filter_mono
    (nhdsWithin_le_nhds (s := Ioi 0))).and self_mem_nhdsWithin).exists
  have he0' : 0 < e := he0
  have hle := hmin' (halfFilling ι + e • x) (by
    constructor <;> intro i
    · change (0 : ℝ) ≤ 1 / 2 + e * x i
      linarith [(abs_lt.1 (he i)).1]
    · change 1 / 2 + e * x i ≤ (1 : ℝ)
      linarith [(abs_lt.1 (he i)).2])
  have hsum : ∑ i, (mixing (1 / 2 + (e • x) i) - mixing (1 / 2))
      ≤ 2 * e ^ 2 * (x ⬝ᵥ x) + 32 * e ^ 4 * ∑ i, x i ^ 4 := by
    rw [dotProduct, Finset.mul_sum, Finset.mul_sum, ← Finset.sum_add_distrib]
    refine Finset.sum_le_sum fun i _ => ?_
    have hi := mixing_le (he i).le
    change mixing (1 / 2 + e * x i) - mixing (1 / 2) ≤ _
    linarith
  have hq : (e • x) ⬝ᵥ W *ᵥ (e • x) = e ^ 2 * (x ⬝ᵥ W *ᵥ x) := by
    simp only [Matrix.mulVec_smul, smul_dotProduct, dotProduct_smul, smul_eq_mul]
    ring
  rw [hexp (e • x), hq] at hle
  nlinarith [mul_le_mul_of_nonneg_left hsum hT.le,
    mul_pos (pow_pos he0' 2) (neg_pos.2 hl)]
```

For non-symmetric W, this v need not cancel the linear terms; replacing W by its symmetric part changes neither Ω nor Q and restores the argument.

Mathlib's `PosDef` includes symmetry, so the positive definite case takes one matrix hypothesis.

```lean
/-- For `T > 0` and `W + 4T` positive definite, the grand potential is strictly convex on
the cube and has exactly one minimiser there, for each site potential. -/
theorem strictConvex_and_unique_of_posDef [DecidableEq ι] {T : ℝ} (hT : 0 < T)
    {W : Matrix ι ι ℝ} (hW : (W + (4 * T) • (1 : Matrix ι ι ℝ)).PosDef) (v : ι → ℝ) :
    StrictConvexOn ℝ (Icc 0 1) (grandPotential T W v) ∧
    ∃! r, r ∈ Icc (0 : ι → ℝ) 1 ∧ IsMinOn (grandPotential T W v) (Icc 0 1) r := by
  have h : ∀ x : ι → ℝ, 0 ≤ x ⬝ᵥ W *ᵥ x + 4 * T * (x ⬝ᵥ x) := by
    intro x
    have hx := hW.posSemidef.dotProduct_mulVec_nonneg x
    rwa [star_trivial, Matrix.add_mulVec, Matrix.smul_mulVec, Matrix.one_mulVec,
      dotProduct_add, dotProduct_smul, smul_eq_mul] at hx
  exact ⟨strictConvexOn_grandPotential hT h v, existsUnique_minimiser hT h v⟩

end

end LatticeGasDFT
```

```lean
#print axioms LatticeGasDFT.existsUnique_minimiser
-- 'LatticeGasDFT.existsUnique_minimiser' depends on axioms: [propext, Classical.choice, Quot.sound]
#print axioms LatticeGasDFT.unique_minimiser_iff
-- 'LatticeGasDFT.unique_minimiser_iff' depends on axioms: [propext, Classical.choice, Quot.sound]
#print axioms LatticeGasDFT.strictConvex_and_unique_of_posDef
-- 'LatticeGasDFT.strictConvex_and_unique_of_posDef' depends on axioms: [propext, Classical.choice, Quot.sound]
```

## A ring of attracting sites

Take a ring of at least three sites with nearest-neighbour interaction −J, J > 0. The lowest eigenvalue of W is −2J, so the condition reads T ≥ J/2. A simple mean-field density functional calculation on this finite ring can iterate

rᵢ = 1/(1 + exp((vᵢ + (Wr)ᵢ)/T)).

For T ≥ J/2, convexity makes any solution the unique minimiser, so all starting profiles that converge give the same answer. For 0 < T < J/2, the choice vᵢ = J gives at least two minimisers, and the starting profile can decide which one is found.
